# With value and slope matched, a curvature mismatch makes the radial GGA potential jump unless $2f_s+4sf_{ss}=0$

Take a spherical density $n(r)$ and the energy density $f=c\,n'^2$, where the constant $c\neq0$ sets the energy cost of a density gradient. Its potential is

$$v=-\frac{(r^2\,2c\,n')'}{r^2}=-2c\,n''-\frac{4c}{r}\,n'.$$

Near $r=1$, let the density be $n_1=1+(r-1)^2$ on the inside and $n_2=1$ on the outside. Values and slopes agree, but $n_1''=2$ and $n_2''=0$, so at $r=1$ the potential tends to $-4c$ from inside and to $0$ from outside. The density looks smooth, yet its potential has a step. The condition in the title extends this to a generalised gradient approximation (GGA) with a smooth energy density $f(n,s)$, where $s=n'^2$ is the squared gradient and subscripts denote partial derivatives.

```lean
import Mathlib

open Filter Topology

namespace CoreCorrectionGGA

noncomputable section
```

## The potential of a general energy density

Let $f(n,s)$ depend on the density and on $s=n'^2$, the squared gradient and not the dimensionless reduced gradient. Its partial derivatives $f_n$ and $f_s$ are Fréchet derivatives applied to the unit vectors $(1,0)$ and $(0,1)$.

```lean
/-- The partial derivative `f_n` of an energy density `f(n, s)` with respect to the density. -/
def dN (f : ℝ × ℝ → ℝ) (p : ℝ × ℝ) : ℝ := fderiv ℝ f p (1, 0)

/-- The partial derivative `f_s` of an energy density `f(n, s)` with respect to the squared
gradient. -/
def dS (f : ℝ × ℝ → ℝ) (p : ℝ × ℝ) : ℝ := fderiv ℝ f p (0, 1)
```

Along a density profile, both are evaluated at the point $(n(r),n'(r)^2)$, called `jet n r`.

```lean
/-- The local variables `(n, s)` of a GGA at radius `r`, with `s = n'(r)^2`. -/
def jet (n : ℝ → ℝ) (r : ℝ) : ℝ × ℝ := (n r, deriv n r ^ 2)
```

Since $\partial f/\partial n'=2f_sn'$, the radial Euler–Lagrange expression contains the flux $r^2\,2f_sn'$,

```lean
/-- The radial flux `r^2 * 2 f_s n'`. -/
def gradientFlux (f : ℝ × ℝ → ℝ) (n : ℝ → ℝ) (r : ℝ) : ℝ :=
  r ^ 2 * (2 * dS f (jet n r) * deriv n r)
```

and the potential is $v=f_n-(r^2\,2f_sn')'/r^2$. The file takes this formula as its definition and does not derive it from an energy functional. It covers one spherical density without spin polarisation.

```lean
/-- The radial GGA potential `v = f_n - (r^2 * 2 f_s n')' / r^2`, for `r ≠ 0`. -/
def ggaPotential (f : ℝ × ℝ → ℝ) (n : ℝ → ℝ) (r : ℝ) : ℝ :=
  dN f (jet n r) - deriv (gradientFlux f n) r / r ^ 2
```

The factor that will multiply $n''$ is $2f_s+4sf_{ss}$.

```lean
/-- The coefficient `2 f_s + 4 s f_ss`. -/
def curvatureCoeff (f : ℝ × ℝ → ℝ) (p : ℝ × ℝ) : ℝ :=
  2 * dS f p + 4 * p.2 * dS (dS f) p
```

A joined density follows $n_1$ for $r<r_0$ and $n_2$ from $r_0$ outwards.

```lean
/-- The density that equals `n₁` inside the radius `r₀` and `n₂` from `r₀` outwards. -/
def glue (r₀ : ℝ) (n₁ n₂ : ℝ → ℝ) (r : ℝ) : ℝ := if r < r₀ then n₁ r else n₂ r
```

## Isolating the second derivative

The expansion needs $f_s$ and $n'$ to be differentiable. If $f$ is C² near the relevant point, its partial derivatives are C¹ there.

```lean
variable {f : ℝ × ℝ → ℝ} {n n₁ n₂ : ℝ → ℝ} {r r₀ : ℝ}

/-- A directional derivative of an energy density that is C² at a point is C¹ there. -/
theorem contDiffAt_partial {p : ℝ × ℝ} (hf : ContDiffAt ℝ 2 f p) (e : ℝ × ℝ) :
    ContDiffAt ℝ 1 (fun q => fderiv ℝ f q e) p :=
  (hf.fderiv_right (m := 1) one_add_one_eq_two.le).clm_apply contDiffAt_const
```

The same loss of one order applies to the density.

```lean
/-- The slope of a density that is C² at a radius is C¹ there. -/
theorem contDiffAt_slope (hn : ContDiffAt ℝ 2 n r) : ContDiffAt ℝ 1 (deriv n) r := by
  have h := (hn.fderiv_right (m := 1) one_add_one_eq_two.le).clm_apply
    (contDiffAt_const (c := (1 : ℝ)))
  exact h
```

The chain rule gives

$$\frac{d f_s}{dr}=f_{sn}n'+2f_{ss}n'n'',$$

and the product rule then gives

$$\frac{(r^2\,2f_sn')'}{r^2}=\frac4r f_sn'+2f_{sn}n'^2+(2f_s+4sf_{ss})\,n''.$$

Treating $f_s$ as constant in this step would lose the terms $2f_{sn}n'^2$ and $4sf_{ss}n''$. In the proof, `hs` is the chain rule, with `split` resolving the derivative into its two partials, and `hflux` is the product rule; `field_simp` and `ring` collect the terms.

```lean
/-- For `r ≠ 0`, a density C² at `r` and an energy density C² at `(n, n'^2)`, the potential is
`f_n - (4/r) f_s n' - 2 f_sn n'^2 - (2 f_s + 4 s f_ss) n''`. -/
theorem potential_expanded (hr : r ≠ 0) (hf : ContDiffAt ℝ 2 f (jet n r))
    (hn : ContDiffAt ℝ 2 n r) :
    ggaPotential f n r = dN f (jet n r) - 4 / r * dS f (jet n r) * deriv n r
      - 2 * dN (dS f) (jet n r) * deriv n r ^ 2
      - curvatureCoeff f (jet n r) * deriv (deriv n) r := by
  have h1 : HasDerivAt n (deriv n r) r := (hn.differentiableAt (by norm_num)).hasDerivAt
  have h2 : HasDerivAt (deriv n) (deriv (deriv n) r) r :=
    ((contDiffAt_slope hn).differentiableAt (by norm_num)).hasDerivAt
  have hq : HasDerivAt (fun x => deriv n x ^ 2) (2 * deriv n r * deriv (deriv n) r) r := by
    simpa using h2.fun_pow 2
  have hj : HasDerivAt (jet n) (deriv n r, 2 * deriv n r * deriv (deriv n) r) r :=
    h1.prodMk hq
  have hd : HasFDerivAt (dS f) (fderiv ℝ (dS f) (jet n r)) (jet n r) :=
    ((contDiffAt_partial hf (0, 1)).differentiableAt (by norm_num)).hasFDerivAt
  have split : ∀ (L : ℝ × ℝ →L[ℝ] ℝ) (a b : ℝ), L (a, b) = a * L (1, 0) + b * L (0, 1) := by
    intro L a b
    have hab : (a, b) = a • ((1, 0) : ℝ × ℝ) + b • ((0, 1) : ℝ × ℝ) := by simp
    rw [hab, map_add, map_smul, map_smul, smul_eq_mul, smul_eq_mul]
  -- chain rule for `f_s` along the density profile
  have hs : HasDerivAt (fun x => dS f (jet n x))
      (deriv n r * dN (dS f) (jet n r)
        + 2 * deriv n r * deriv (deriv n) r * dS (dS f) (jet n r)) r :=
    (hd.comp_hasDerivAt r hj).congr_deriv (split _ _ _)
  have hp : HasDerivAt (fun x : ℝ => x ^ 2) (2 * r) r := by simpa using hasDerivAt_pow 2 r
  -- product rule for the flux
  have hflux : HasDerivAt (gradientFlux f n) _ r := hp.fun_mul ((hs.const_mul 2).fun_mul h2)
  have hsq : (jet n r).2 = deriv n r ^ 2 := rfl
  rw [ggaPotential, hflux.deriv, curvatureCoeff, hsq]
  field_simp
  ring
```

Now let $n_1$ and $n_2$ share value and slope at $r_0>0$. Every term without a second derivative cancels:

$$v_1-v_2=-(2f_s+4sf_{ss})(n_1''-n_2'').$$

The proof identifies the two jets, rewrites with both expansions and subtracts.

```lean
/-- If two densities, C² at `r₀ > 0`, agree there in value and slope, and the energy density is
C² at the common `(n, n'^2)`, then `v₁ - v₂ = -(2 f_s + 4 s f_ss) (n₁'' - n₂'')` at `r₀`. -/
theorem potential_difference (hr : 0 < r₀) (hf : ContDiffAt ℝ 2 f (jet n₁ r₀))
    (hn₁ : ContDiffAt ℝ 2 n₁ r₀) (hn₂ : ContDiffAt ℝ 2 n₂ r₀)
    (h0 : n₁ r₀ = n₂ r₀) (h1 : deriv n₁ r₀ = deriv n₂ r₀) :
    ggaPotential f n₁ r₀ - ggaPotential f n₂ r₀ =
      -curvatureCoeff f (jet n₁ r₀) * (deriv (deriv n₁) r₀ - deriv (deriv n₂) r₀) := by
  have hj : jet n₁ r₀ = jet n₂ r₀ := by simp only [jet, h0, h1]
  have hf₂ : ContDiffAt ℝ 2 f (jet n₂ r₀) := by rw [← hj]; exact hf
  rw [potential_expanded hr.ne' hf hn₁, potential_expanded hr.ne' hf₂ hn₂, ← hj, ← h1]
  ring
```

## From two potentials to one jump

This difference gives the jump once each potential is known to be continuous at $r_0$. The flux is a product of C¹ functions, so its derivative is continuous, and so is its quotient by $r^2$. The remaining term $f_n$ is continuous along the profile as well.

```lean
/-- The potential is continuous at `r ≠ 0` if the density is C² at `r` and the energy density
is C² at `(n, n'^2)`. -/
theorem potential_continuousAt (hr : r ≠ 0) (hf : ContDiffAt ℝ 2 f (jet n r))
    (hn : ContDiffAt ℝ 2 n r) : ContinuousAt (ggaPotential f n) r := by
  have hd := contDiffAt_slope hn
  have hj : ContDiffAt ℝ 1 (jet n) r := (hn.of_le (by norm_num)).prodMk (hd.pow 2)
  have hs : ContDiffAt ℝ 1 (fun x => dS f (jet n x)) r :=
    ContDiffAt.comp r (contDiffAt_partial hf (0, 1)) hj
  have hflux : ContDiffAt ℝ 1 (gradientFlux f n) r :=
    (contDiffAt_id.pow 2).mul ((contDiffAt_const.mul hs).mul hd)
  -- the flux is C¹, so its derivative is continuous
  have hflux' : ContinuousAt (deriv (gradientFlux f n)) r := by
    have h := ((hflux.fderiv_right (m := 0) (zero_add 1).le).clm_apply
      (contDiffAt_const (c := (1 : ℝ)))).continuousAt
    exact h
  have hN : ContinuousAt (fun x => dN f (jet n x)) r :=
    ContinuousAt.comp (g := dN f) (contDiffAt_partial hf (1, 0)).continuousAt hj.continuousAt
  exact hN.sub (hflux'.div (continuousAt_id.pow 2) (pow_ne_zero 2 hr))
```

The potential at a radius depends only on the density nearby.

```lean
/-- Densities that coincide near a radius have the same potential at that radius. -/
theorem potential_local (h : n₁ =ᶠ[𝓝 r] n₂) : ggaPotential f n₁ r = ggaPotential f n₂ r := by
  have hflux : gradientFlux f n₁ =ᶠ[𝓝 r] gradientFlux f n₂ := by
    filter_upwards [h, h.deriv] with x h0 h1
    simp only [gradientFlux, jet, h0, h1]
  simp only [ggaPotential, jet, h.eq_of_nhds, h.deriv_eq, hflux.deriv_eq]
```

Just inside $r_0$, the joined density therefore has the potential of $n_1$, and just outside that of $n_2$. Continuity gives the one-sided limits $v_1(r_0)$ and $v_2(r_0)$, even without matched values or slopes.

```lean
/-- Let two densities be C² at `r₀ ≠ 0` and the energy density C² at both points `(n, n'^2)`.
The potential of the joined density tends to `v₁(r₀)` from inside and to `v₂(r₀)` from outside. -/
theorem glued_limits (hr : r₀ ≠ 0) (hf₁ : ContDiffAt ℝ 2 f (jet n₁ r₀))
    (hf₂ : ContDiffAt ℝ 2 f (jet n₂ r₀))
    (hn₁ : ContDiffAt ℝ 2 n₁ r₀) (hn₂ : ContDiffAt ℝ 2 n₂ r₀) :
    Tendsto (ggaPotential f (glue r₀ n₁ n₂)) (𝓝[<] r₀) (𝓝 (ggaPotential f n₁ r₀)) ∧
    Tendsto (ggaPotential f (glue r₀ n₁ n₂)) (𝓝[>] r₀) (𝓝 (ggaPotential f n₂ r₀)) := by
  constructor
  · refine ((potential_continuousAt hr hf₁ hn₁).tendsto.mono_left nhdsWithin_le_nhds).congr' ?_
    filter_upwards [self_mem_nhdsWithin] with r h
    apply potential_local
    filter_upwards [Iio_mem_nhds (Set.mem_Iio.mp h)] with x hx
    exact (if_pos (Set.mem_Iio.mp hx)).symm
  · refine ((potential_continuousAt hr hf₂ hn₂).tendsto.mono_left nhdsWithin_le_nhds).congr' ?_
    filter_upwards [self_mem_nhdsWithin] with r h
    apply potential_local
    filter_upwards [Ioi_mem_nhds (Set.mem_Ioi.mp h)] with x hx
    exact (if_neg (lt_asymm (Set.mem_Ioi.mp hx))).symm
```

With value and slope matched, a two-sided limit exists exactly when these limits coincide, that is, when $2f_s+4sf_{ss}=0$ or $n_1''=n_2''$. Uniqueness of limits proves one direction; combining the two equal one-sided limits proves the other.

The limit is taken over $r\ne r_0$ (`𝓝[≠] r₀`) for a reason: where the flux has a kink, Lean's `deriv` returns $0$, so the formal potential at $r_0$ itself has no physical meaning.

The C² hypothesis concerns a full neighbourhood in $(n,s)$. A singularity at zero density does no harm if $n(r_0)\neq0$, but at zero slope $f$ must also extend smoothly to $s<0$.

```lean
/-- Join two densities, C² at `r₀ > 0` and equal there in value and slope, with the energy density
C² at the common `(n, n'^2)`. The potential has a two-sided limit at `r₀` if and only if
`2 f_s + 4 s f_ss = 0` or the curvatures agree. -/
theorem no_jump_iff (hr : 0 < r₀) (hf : ContDiffAt ℝ 2 f (jet n₁ r₀))
    (hn₁ : ContDiffAt ℝ 2 n₁ r₀) (hn₂ : ContDiffAt ℝ 2 n₂ r₀)
    (h0 : n₁ r₀ = n₂ r₀) (h1 : deriv n₁ r₀ = deriv n₂ r₀) :
    (∃ L, Tendsto (ggaPotential f (glue r₀ n₁ n₂)) (𝓝[≠] r₀) (𝓝 L)) ↔
      curvatureCoeff f (jet n₁ r₀) = 0 ∨ deriv (deriv n₁) r₀ = deriv (deriv n₂) r₀ := by
  have hj : jet n₁ r₀ = jet n₂ r₀ := by simp only [jet, h0, h1]
  have hf₂ : ContDiffAt ℝ 2 f (jet n₂ r₀) := by rw [← hj]; exact hf
  obtain ⟨hl, hg⟩ := glued_limits hr.ne' hf hf₂ hn₁ hn₂
  have hdiff := potential_difference hr hf hn₁ hn₂ h0 h1
  rw [← Set.Iio_union_Ioi, nhdsWithin_union]
  constructor
  · rintro ⟨L, hL⟩
    -- both one-sided limits equal `L`
    have e1 := tendsto_nhds_unique hl (hL.mono_left le_sup_left)
    have e2 := tendsto_nhds_unique hg (hL.mono_left le_sup_right)
    rw [e1, e2, sub_self] at hdiff
    rcases mul_eq_zero.mp hdiff.symm with h | h
    · exact Or.inl (neg_eq_zero.mp h)
    · exact Or.inr (sub_eq_zero.mp h)
  · intro h
    have e : ggaPotential f n₁ r₀ = ggaPotential f n₂ r₀ := by
      apply sub_eq_zero.mp
      rw [hdiff]
      rcases h with h | h
      · rw [h, neg_zero, zero_mul]
      · rw [h, sub_self, mul_zero]
    rw [← e] at hg
    exact ⟨_, hl.sup hg⟩
```

## Partial cores and the square-gradient case

In a nonlinear core correction that joins a partial core to the true core at $r_0$, $n_1$ is the valence density plus the partial core, and $n_2$ the valence density plus the true core. For a spherical, spin-unpolarised atom with a C² valence density, the mismatch is that of the cores alone. A two-parameter partial core fitted to value and slope generally leaves one. Unscreening subtracts the exchange-correlation potential, so the step enters the ionic pseudopotential with opposite sign if the screened potential is continuous. A further parameter can be used to match the second derivative.

For the opening example, $f_s=c$ and $f_{ss}=0$, so the coefficient is $2c$. When $c\neq0$, only equal curvatures remove the step.

```lean
/-- For the square-gradient energy density `f = c s`, the coefficient `2 f_s + 4 s f_ss`
is `2 c`. -/
theorem squareGradient_curvatureCoeff (c : ℝ) (p : ℝ × ℝ) :
    curvatureCoeff (fun q => c * q.2) p = 2 * c := by
  have h1 : dS (fun q => c * q.2) = fun _ => c := by
    funext q
    have h : HasFDerivAt (fun q : ℝ × ℝ => c * q.2)
        (c • ContinuousLinearMap.snd ℝ ℝ ℝ) q := hasFDerivAt_snd.const_mul c
    rw [dS, h.fderiv]
    simp
  have h2 : dS (fun _ => c) p = 0 := by simp [dS]
  rw [curvatureCoeff, h1, h2]
  ring

end

end CoreCorrectionGGA
```

```lean
#print axioms CoreCorrectionGGA.no_jump_iff
#print axioms CoreCorrectionGGA.squareGradient_curvatureCoeff
```

```
'CoreCorrectionGGA.no_jump_iff' depends on axioms: [propext, Classical.choice, Quot.sound]
'CoreCorrectionGGA.squareGradient_curvatureCoeff' depends on axioms: [propext, Classical.choice, Quot.sound]
```
